# The broken-symmetry energy of two electrons as a weighted mean of singlet and triplet energies

Two magnetic centres each carry one unpaired electron. A spin-polarized single-determinant calculation places a spin-up electron in an orbital $a$ on one centre and a spin-down electron in an orbital $b$ on the other. This determinant is in general neither a singlet nor a triplet, yet its energy is used to estimate the singlet–triplet gap. How much of the gap does it capture?

For a spin-free Hamiltonian, the determinant has the same energy as the spatial product state $ab$: spin orthogonality removes the cross terms, and the two remaining terms are equal. The question therefore concerns spatial states only. Let $s=a\cdot b$ be the overlap of the orbitals, and let $E_{ab}$, $E_S$ and $E_T$ be the energies of the product, the normalized symmetrized state and the normalized antisymmetrized state. Under the hypotheses examined below,

$$E_{ab}=\frac{(1+s^2)E_S+(1-s^2)E_T}{2},\qquad E_T-E_{ab}=\frac{(1+s^2)(E_T-E_S)}{2}.$$

In electronic-structure work this relation is used to convert a broken-symmetry energy difference into an exchange splitting. It is derived here for two electrons in a finite real orthonormal basis, with the same fixed orbitals in all three states and with energies that are expectation values of one Hamiltonian. A Kohn–Sham total energy is not such an expectation value, so using the relation with density functionals is an additional assumption.

## Two orbitals and the states built from them

The finite type `n` labels the basis functions, which are taken to be orthonormal and are called sites here. The dot product of two coefficient vectors is then the overlap of the orbitals. An orbital is a real function on `n`, and a two-particle state is a real function on `n × n`.

```lean
import Mathlib

open Matrix

namespace BrokenSymmetryExchange

noncomputable section

variable {n : Type*} [Fintype n]
```

The product state is $(ab)(i,j)=a_i b_j$, with particle 1 in $a$ and particle 2 in $b$.

```lean
/-- The product state with particle 1 in orbital `a` and particle 2 in orbital `b`. -/
def pair (a b : n → ℝ) : n × n → ℝ := fun p => a p.1 * b p.2
```

The condition on the Hamiltonian matrix $H$ reads $H_{(j,i),(l,k)}=H_{(i,j),(k,l)}$: both particles are exchanged in the row and in the column.

```lean
/-- A two-particle matrix is swap-symmetric if exchanging the particles in both its row and
its column index leaves every element unchanged. -/
def SwapSymmetric (H : Matrix (n × n) (n × n) ℝ) : Prop :=
  ∀ p q, H p.swap q.swap = H p q
```

The energy is the quadratic form $\psi\cdot H\psi$. It is an expectation value only when $\psi$ has norm one.

```lean
/-- The quadratic form of `H` in the state `ψ`, which is the energy when `ψ` is normalized. -/
def energy (H : Matrix (n × n) (n × n) ℝ) (ψ : n × n → ℝ) : ℝ := ψ ⬝ᵥ H *ᵥ ψ
```

The spatial singlet and triplet carry explicit prefactors:

$$\psi_S=\frac{ab+ba}{\sqrt{2(1+s^2)}},\qquad \psi_T=\frac{ab-ba}{\sqrt{2(1-s^2)}}.$$

Spin does not appear in the Lean code; the names refer to the spin functions that would accompany these spatial parts. Neither state is assumed to be an eigenstate of $H$, so $E_S$ and $E_T$ need not be exact energy levels.

```lean
/-- The symmetrized (singlet) spatial state of two orbitals, with the prefactor that
normalizes it when the orbitals are normalized. -/
def singlet (a b : n → ℝ) : n × n → ℝ :=
  (√(2 * (1 + (a ⬝ᵥ b) ^ 2)))⁻¹ • (pair a b + pair b a)

/-- The antisymmetrized (triplet) spatial state of two orbitals whose overlap is smaller than
one in magnitude, with the prefactor that normalizes it when the orbitals are normalized. -/
def triplet (a b : n → ℝ) : n × n → ℝ :=
  (√(2 * (1 - (a ⬝ᵥ b) ^ 2)))⁻¹ • (pair a b - pair b a)
```

Inner products of product states factorize, because the double sum separates:

$$(ab)\cdot(cd)=\sum_{i,j}a_i b_j c_i d_j=(a\cdot c)(b\cdot d).$$

The Lean proof expands both sides into double sums and compares them term by term.

```lean
/-- The inner product of two product states is the product of the orbital overlaps. -/
theorem pair_dot (a b c d : n → ℝ) :
    pair a b ⬝ᵥ pair c d = (a ⬝ᵥ c) * (b ⬝ᵥ d) := by
  simp only [dotProduct, pair, Fintype.sum_prod_type, Finset.sum_mul_sum]
  refine Finset.sum_congr rfl fun i _ => Finset.sum_congr rfl fun j _ => ?_
  ring
```

## Swap symmetry: the Hamiltonian does not distinguish the particles

Physically, `SwapSymmetric H` says that the Hamiltonian treats the two electrons identically. By hand, it enters through a relabelling. Exchange the particles in both states of a matrix element, then rename $i\leftrightarrow j$ and $k\leftrightarrow l$:

$$\sum_{ijkl}\varphi(j,i)H_{(i,j),(k,l)}\psi(l,k)=\sum_{ijkl}\varphi(i,j)H_{(j,i),(l,k)}\psi(k,l)=\varphi\cdot H\psi.$$

The last step is swap symmetry. In Lean, each use of `Fintype.sum_equiv` with `Equiv.prodComm` performs one renaming, and `hH p q` supplies the equality of the matrix elements.

```lean
/-- Matrix elements of a swap-symmetric matrix do not change when the particles are exchanged
in both states. -/
theorem matrixElement_swap {H : Matrix (n × n) (n × n) ℝ} (hH : SwapSymmetric H)
    (φ ψ : n × n → ℝ) :
    (φ ∘ Prod.swap) ⬝ᵥ H *ᵥ (ψ ∘ Prod.swap) = φ ⬝ᵥ H *ᵥ ψ := by
  simp only [dotProduct, mulVec]
  -- relabel the particles in the outer sum, then in the inner one
  refine Fintype.sum_equiv (Equiv.prodComm n n) _ _ fun p => ?_
  show φ p.swap * ∑ q, H p q * ψ q.swap = φ p.swap * ∑ q, H p.swap q * ψ q
  congr 1
  refine Fintype.sum_equiv (Equiv.prodComm n n) _ _ fun q => ?_
  show H p q * ψ q.swap = H p.swap q.swap * ψ q.swap
  rw [hH p q]
```

Swapping the particles turns $ab$ into $ba$. Two cases of the lemma therefore give

$$ba\cdot H\,ba=ab\cdot H\,ab=:D,\qquad ba\cdot H\,ab=ab\cdot H\,ba=:X,$$

where $D$ is the direct element and $X$ the exchange element. The second equality comes from swap symmetry alone, so $H$ need not be a symmetric matrix.

```lean
/-- For a swap-symmetric matrix the two direct elements of a pair of orbitals agree, and so do
the two exchange elements. -/
theorem direct_and_exchange {H : Matrix (n × n) (n × n) ℝ} (hH : SwapSymmetric H)
    (a b : n → ℝ) :
    pair b a ⬝ᵥ H *ᵥ pair b a = pair a b ⬝ᵥ H *ᵥ pair a b ∧
      pair b a ⬝ᵥ H *ᵥ pair a b = pair a b ⬝ᵥ H *ᵥ pair b a := by
  have e : ∀ c d : n → ℝ, pair c d ∘ Prod.swap = pair d c :=
    fun c d => funext fun p => mul_comm _ _
  have h1 := matrixElement_swap hH (pair a b) (pair a b)
  have h2 := matrixElement_swap hH (pair a b) (pair b a)
  rw [e a b] at h1
  rw [e a b, e b a] at h2
  exact ⟨h1, h2⟩
```

To see what happens without the hypothesis, take two sites with $a=(1,0)$ and $b=(0,1)$, and let the only nonzero element of $H$ be $H_{(1,2),(1,2)}=1$. This charges an energy when particle 1 is on site 1 and particle 2 on site 2, but not for the reverse arrangement. Then $s=0$, $E_{ab}=1$ and $E_S=E_T=\tfrac12$, whereas the weighted mean is $\tfrac12$. What the example breaks is the equality of the two direct elements. That equality is all the weighted mean needs from swap symmetry, since the exchange elements cancel when the singlet and triplet contributions are added.

## Overlap below one in magnitude: the triplet exists

For normalized orbitals, the Cauchy–Schwarz inequality already gives $|s|\le 1$, with equality only for $b=\pm a$. The hypothesis `hs` excludes that case, in which both electrons occupy the same spatial orbital and antisymmetrization gives zero. A one-site basis is thereby excluded too, and the smallest possible basis has two sites.

By hand, $|s|<1$ makes $2(1-s^2)$ positive, so its square root can be cancelled. The following lemma records the cancellation for any positive $t$.

```lean
/-- The squared prefactor `1/√t` cancels a positive squared norm `t`. -/
theorem prefactor_sq {t : ℝ} (ht : 0 < t) : (√t)⁻¹ * (√t)⁻¹ * t = 1 := by
  rw [← mul_inv, Real.mul_self_sqrt ht.le, inv_mul_cancel₀ ht.ne']
```

For the singlet, $t=2(1+s^2)$ is always positive and no condition on $s$ is needed. Expanding the quadratic form gives

$$E_S=\frac{D+X+X+D}{2(1+s^2)},\qquad\text{so}\qquad (1+s^2)E_S=D+X.$$

The Lean proof calls the prefactor `c`, keeps the relation $c^2\cdot 2(1+s^2)=1$ as `hc`, and expands the form by linearity. The `linear_combination` step then uses `h1` and `h2` to identify the direct and exchange elements, and `hc` to remove the prefactor.

```lean
/-- Heitler–London relation for the singlet: for swap-symmetric `H` and orbital overlap `s`,
`1 + s²` times the quadratic form of `H` in the singlet state is the direct element plus the
exchange element. -/
theorem singlet_energy {H : Matrix (n × n) (n × n) ℝ} (hH : SwapSymmetric H) (a b : n → ℝ) :
    (1 + (a ⬝ᵥ b) ^ 2) * energy H (singlet a b) =
      energy H (pair a b) + pair a b ⬝ᵥ H *ᵥ pair b a := by
  obtain ⟨h1, h2⟩ := direct_and_exchange hH a b
  have hc := prefactor_sq (t := 2 * (1 + (a ⬝ᵥ b) ^ 2)) (by positivity)
  unfold energy singlet
  generalize (√(2 * (1 + (a ⬝ᵥ b) ^ 2)))⁻¹ = c at hc ⊢
  simp only [mulVec_smul, mulVec_add, smul_dotProduct, dotProduct_smul, add_dotProduct,
    dotProduct_add, smul_eq_mul]
  linear_combination (1 + (a ⬝ᵥ b) ^ 2) * c ^ 2 * (h1 + h2) +
    (pair a b ⬝ᵥ H *ᵥ pair a b + pair a b ⬝ᵥ H *ᵥ pair b a) * hc
```

For the triplet, the two cross terms carry minus signs:

$$E_T=\frac{D-X-X+D}{2(1-s^2)},\qquad\text{so}\qquad (1-s^2)E_T=D-X.$$

The proof has the same form, except that positivity of $2(1-s^2)$ now comes from `hs`.

```lean
/-- Heitler–London relation for the triplet: for swap-symmetric `H` and overlap `s` with `|s| < 1`,
`1 - s²` times the quadratic form of `H` in the triplet state is the direct minus the exchange
element. -/
theorem triplet_energy {H : Matrix (n × n) (n × n) ℝ} (hH : SwapSymmetric H) {a b : n → ℝ}
    (hs : |a ⬝ᵥ b| < 1) :
    (1 - (a ⬝ᵥ b) ^ 2) * energy H (triplet a b) =
      energy H (pair a b) - pair a b ⬝ᵥ H *ᵥ pair b a := by
  obtain ⟨h1, h2⟩ := direct_and_exchange hH a b
  have hs2 : (a ⬝ᵥ b) ^ 2 < 1 := (sq_lt_one_iff_abs_lt_one _).2 hs
  have hc := prefactor_sq (t := 2 * (1 - (a ⬝ᵥ b) ^ 2)) (by linarith)
  unfold energy triplet
  generalize (√(2 * (1 - (a ⬝ᵥ b) ^ 2)))⁻¹ = c at hc ⊢
  simp only [mulVec_smul, mulVec_sub, smul_dotProduct, dotProduct_smul, sub_dotProduct,
    dotProduct_sub, smul_eq_mul]
  linear_combination (1 - (a ⬝ᵥ b) ^ 2) * c ^ 2 * (h1 - h2) +
    (pair a b ⬝ᵥ H *ᵥ pair a b - pair a b ⬝ᵥ H *ᵥ pair b a) * hc
```

If $|s|<1$ is dropped while the orbitals stay normalized, $b=a$ is a counter-example: $aa-aa=0$ has norm zero under any prefactor, so there is no normalized triplet state. The relation above then only says $0=0$.

## Normalized orbitals: the quadratic forms become energies

The hypotheses `ha` and `hb` say that $a\cdot a=b\cdot b=1$, so each orbital holds one particle with total probability one. They enter the norms of the two combined states. By factorization, $ab$ and $ba$ have norm one and inner product $s^2$, hence

$$\|ab\pm ba\|^2=1+1\pm 2s^2=2(1\pm s^2),$$

which the squared prefactors cancel.

The energy formulas follow from the two relations of the previous section. Adding them gives $(1+s^2)E_S+(1-s^2)E_T=2D$, and $D$ is $E_{ab}$. Subtracting from $E_T$ gives

$$E_T-E_{ab}=\frac{2E_T-(1+s^2)E_S-(1-s^2)E_T}{2}=\frac{(1+s^2)(E_T-E_S)}{2}.$$

The theorem `broken_symmetry_energy` states four things together: the singlet state has norm one, the triplet state has norm one, the product energy is the weighted mean, and the difference from the triplet has the form just derived. That difference is signed, so the product state lies above the triplet if the triplet lies below the singlet.

```lean
/-- For normalized real orbitals with overlap `s`, `|s| < 1`, and swap-symmetric `H`, the singlet
and triplet states are normalized, the product state has the energy
`((1 + s²) E_S + (1 - s²) E_T) / 2`, and it lies `(1 + s²) (E_T - E_S) / 2` below `E_T`
(a signed difference). -/
theorem broken_symmetry_energy {H : Matrix (n × n) (n × n) ℝ} (hH : SwapSymmetric H)
    {a b : n → ℝ} (ha : a ⬝ᵥ a = 1) (hb : b ⬝ᵥ b = 1) (hs : |a ⬝ᵥ b| < 1) :
    singlet a b ⬝ᵥ singlet a b = 1 ∧ triplet a b ⬝ᵥ triplet a b = 1 ∧
    energy H (pair a b) = ((1 + (a ⬝ᵥ b) ^ 2) * energy H (singlet a b) +
      (1 - (a ⬝ᵥ b) ^ 2) * energy H (triplet a b)) / 2 ∧
    energy H (triplet a b) - energy H (pair a b) =
      (1 + (a ⬝ᵥ b) ^ 2) * (energy H (triplet a b) - energy H (singlet a b)) / 2 := by
  have hba : b ⬝ᵥ a = a ⬝ᵥ b := dotProduct_comm b a
  have hs2 : (a ⬝ᵥ b) ^ 2 < 1 := (sq_lt_one_iff_abs_lt_one _).2 hs
  have hS := singlet_energy hH a b
  have hT := triplet_energy hH hs
  refine ⟨?_, ?_, by linarith, by linarith⟩
  · have hc := prefactor_sq (t := 2 * (1 + (a ⬝ᵥ b) ^ 2)) (by positivity)
    unfold singlet
    generalize (√(2 * (1 + (a ⬝ᵥ b) ^ 2)))⁻¹ = c at hc ⊢
    simp only [smul_dotProduct, dotProduct_smul, add_dotProduct, dotProduct_add, pair_dot,
      ha, hb, hba, smul_eq_mul]
    linear_combination hc
  · have hc := prefactor_sq (t := 2 * (1 - (a ⬝ᵥ b) ^ 2)) (by linarith)
    unfold triplet
    generalize (√(2 * (1 - (a ⬝ᵥ b) ^ 2)))⁻¹ = c at hc ⊢
    simp only [smul_dotProduct, dotProduct_smul, sub_dotProduct, dotProduct_sub, pair_dot,
      ha, hb, hba, smul_eq_mul]
    linear_combination hc
```

In the proof, the two `linarith` calls in the `refine` line carry out the addition and the subtraction. The two bulleted blocks establish the norms, using `pair_dot` for the inner products and `hc` for the prefactor. Only these blocks use `ha` and `hb`.

Without normalization, the energy relations still hold as identities between quadratic forms, but the norms can be wrong. With $a=(2,0)$ and $b=(0,1)$, both combined states have squared norm 4. In general the squared norms are $\bigl((a\cdot a)(b\cdot b)\pm s^2\bigr)/(1\pm s^2)$ when $|s|<1$, so the norm statements hold exactly when the product of the two orbital norms is one.

The overlap interpolates between two limits. For orthogonal orbitals, $s=0$, the product state lies exactly midway between singlet and triplet. As $|s|\to1$, the factor $(1+s^2)/2$ tends to one, and the broken-symmetry difference approaches the full gap whenever that gap stays bounded.

## Singlet below triplet: at least half the gap, never all of it

The further hypothesis `hST` says $E_S<E_T$, which is antiferromagnetic ordering for these two states. Write $\Delta=E_T-E_S>0$. Since $0\le s^2<1$,

$$\frac{\Delta}{2}\le\frac{(1+s^2)\Delta}{2}<\Delta.$$

The middle expression is $E_T-E_{ab}$, so the product state captures at least half of the gap and strictly less than all of it.

```lean
/-- For normalized orbitals with `|s| < 1`, swap-symmetric `H` and the singlet below the triplet,
the gap from the product state to the triplet is at least half of the singlet-triplet gap and
strictly smaller than all of it. -/
theorem broken_symmetry_gap_bounds {H : Matrix (n × n) (n × n) ℝ} (hH : SwapSymmetric H)
    {a b : n → ℝ} (ha : a ⬝ᵥ a = 1) (hb : b ⬝ᵥ b = 1) (hs : |a ⬝ᵥ b| < 1)
    (hST : energy H (singlet a b) < energy H (triplet a b)) :
    (energy H (triplet a b) - energy H (singlet a b)) / 2 ≤
        energy H (triplet a b) - energy H (pair a b) ∧
      energy H (triplet a b) - energy H (pair a b) <
        energy H (triplet a b) - energy H (singlet a b) := by
  obtain ⟨-, -, -, hgap⟩ := broken_symmetry_energy hH ha hb hs
  have hs2 : (a ⬝ᵥ b) ^ 2 < 1 := (sq_lt_one_iff_abs_lt_one _).2 hs
  have h1 := mul_nonneg (sq_nonneg (a ⬝ᵥ b)) (sub_pos.2 hST).le
  have h2 := mul_pos (sub_pos.2 hs2) (sub_pos.2 hST)
  rw [hgap]
  constructor <;> nlinarith [h1, h2]
```

The proof rewrites the difference with `hgap`. The product `h1`, $s^2\Delta\ge0$, gives the lower bound, and `h2`, $(1-s^2)\Delta>0$, gives the strict upper bound.

If the hypothesis is weakened to $E_S\le E_T$, the strict bound fails: for $H=0$ all three energies vanish.

## Symmetric repulsion: a Hamiltonian that qualifies

Swap symmetry holds for a familiar class of models. Let a one-body matrix $h$ act on each particle, and let $v_{ij}$ be the repulsion between a particle on site $i$ and one on site $j$:

$$H_{(i,j),(k,l)}=h_{ik}\delta_{jl}+\delta_{ik}h_{jl}+v_{ij}\delta_{ik}\delta_{jl}.$$

In `twoElectron`, the Kronecker deltas are entries of the identity matrix. The repulsion is diagonal in the site basis, so this definition does not include general four-index electron-repulsion integrals; the preceding theorems apply to those as well when the resulting real matrix is swap-symmetric.

```lean
/-- The two-particle Hamiltonian with the one-body matrix `h` acting on each particle and a
repulsion `v i j` between particles on sites `i` and `j`. -/
def twoElectron [DecidableEq n] (h v : Matrix n n ℝ) : Matrix (n × n) (n × n) ℝ :=
  fun p q => h p.1 q.1 * (1 : Matrix n n ℝ) p.2 q.2 + (1 : Matrix n n ℝ) p.1 q.1 * h p.2 q.2 +
    v p.1 p.2 * (1 : Matrix n n ℝ) p.1 q.1 * (1 : Matrix n n ℝ) p.2 q.2
```

The hypothesis `hv`, $v_{ij}=v_{ji}$, says that the repulsion depends on which two sites are occupied and not on which particle occupies which. Under the swap, the two one-body terms change places and $v_{ij}$ becomes $v_{ji}$. The Lean proof writes out both matrix elements, applies `hv j i`, and reorders the terms with `ring`. No symmetry of $h$ is required.

```lean
omit [Fintype n] in
/-- The Hamiltonian `twoElectron h v` is swap-symmetric whenever the repulsion satisfies
`v i j = v j i`. -/
theorem twoElectron_swapSymmetric [DecidableEq n] (h v : Matrix n n ℝ)
    (hv : ∀ i j, v i j = v j i) : SwapSymmetric (twoElectron h v) := by
  rintro ⟨i, j⟩ ⟨k, l⟩
  -- write out both matrix elements in terms of the site indices
  show h j l * (1 : Matrix n n ℝ) i k + (1 : Matrix n n ℝ) j l * h i k +
      v j i * (1 : Matrix n n ℝ) j l * (1 : Matrix n n ℝ) i k =
    h i k * (1 : Matrix n n ℝ) j l + (1 : Matrix n n ℝ) i k * h j l +
      v i j * (1 : Matrix n n ℝ) i k * (1 : Matrix n n ℝ) j l
  rw [hv j i]
  ring

end

end BrokenSymmetryExchange
```

```lean
#print axioms BrokenSymmetryExchange.broken_symmetry_energy
#print axioms BrokenSymmetryExchange.broken_symmetry_gap_bounds
#print axioms BrokenSymmetryExchange.twoElectron_swapSymmetric
```

```
'BrokenSymmetryExchange.broken_symmetry_energy' depends on axioms: [propext, Classical.choice, Quot.sound]
'BrokenSymmetryExchange.broken_symmetry_gap_bounds' depends on axioms: [propext, Classical.choice, Quot.sound]
'BrokenSymmetryExchange.twoElectron_swapSymmetric' depends on axioms: [propext, Classical.choice, Quot.sound]
```

Without `hv`, take two sites, $h=0$, and $v_{12}=1$ as the only nonzero repulsion. This is the matrix that broke the weighted mean above.

With $v$ symmetric, the same two sites and the site orbitals $a=(1,0)$, $b=(0,1)$ give $D=v_{12}+h_{11}+h_{22}$ and $X=0$. All three energies coincide, even if $h$ contains hopping between the sites: hopping connects $ab$ to states with both electrons on one site, and neither $\psi_S$ nor $\psi_T$ contains such states.
